# Termination of the azimuthal sum for even powers of $r_{12}$ in prolate spheroidal coordinates

## Definitions and conventions

Two nuclei $a$ and $b$ lie on the $z$ axis at $z=-R/2$ and $z=+R/2$. An electron at distances $r_a$, $r_b$ from them has the coordinates $\xi=(r_a+r_b)/R\ge 1$, $\eta=(r_a-r_b)/R$ with $|\eta|\le 1$, and the azimuth $\varphi$. Its Cartesian position is
$$(\rho\cos\varphi,\ \rho\sin\varphi,\ z),\qquad \rho=\tfrac R2\sqrt{(\xi^2-1)(1-\eta^2)},\qquad z=\tfrac R2\,\xi\eta .$$
Subscripts 1 and 2 label two electrons, $r_{12}$ is their distance, and
$$A=\tfrac{R^2}{4}\left(\xi_1^2+\eta_1^2+\xi_2^2+\eta_2^2-2-2\xi_1\xi_2\eta_1\eta_2\right),\qquad B=2\rho_1\rho_2 .$$
For real $A$, $B$ and integers $k,m\ge0$ the azimuthal moment is
$$I(k,m)=\int_0^{2\pi}(A-B\cos\varphi)^k\cos(m\varphi)\,d\varphi .$$

## The claim

The squared distance is $r_{12}^2=A-B\cos(\varphi_1-\varphi_2)$. The moments obey $I(k,m)=0$ for $m>k$ and $I(k,k)=2\pi(-B/2)^k$, which for $k\ge1$ is written $(-B)^k\pi/2^{k-1}$. For every $\varphi_2$,
$$\int_0^{2\pi} r_{12}^{2k}\cos\big(m(\varphi_1-\varphi_2)\big)\,d\varphi_1=I(k,m).$$

James–Coolidge and Kołos–Wolniewicz basis functions for a two-electron diatomic contain powers of $r_{12}$, and when $r_{12}$ is their only azimuthal dependence, as for Σ⁺ states, an integrand with an odd power $r_{12}^{2k-1}=r_{12}^{2k}/r_{12}$ leads to these moments. The Neumann expansion has the form $1/r_{12}=\sum_m c_m\cos(m(\varphi_1-\varphi_2))$ with $c_m$ depending on $R$, the $\xi$ and the $\eta$ but not on the azimuths, so integration term by term gives $\sum_m c_m I(k,m)$, which stops at $m=k$.

## Derivation by hand

Expanding the Cartesian differences and using $\sin^2+\cos^2=1$ and $\cos\varphi_1\cos\varphi_2+\sin\varphi_1\sin\varphi_2=\cos(\varphi_1-\varphi_2)$ gives
$$r_{12}^2=\rho_1^2+z_1^2+\rho_2^2+z_2^2-2z_1z_2-2\rho_1\rho_2\cos(\varphi_1-\varphi_2).$$
Since $(\xi^2-1)(1-\eta^2)+\xi^2\eta^2=\xi^2+\eta^2-1$, each electron contributes $\rho^2+z^2=\tfrac{R^2}{4}(\xi^2+\eta^2-1)$. With $2z_1z_2=\tfrac{R^2}{4}\cdot2\xi_1\xi_2\eta_1\eta_2$, the terms free of the angle add up to $A$.

For the moments, one factor $A-B\cos\varphi$ is split off and $2\cos\varphi\cos((m+1)\varphi)=\cos((m+2)\varphi)+\cos(m\varphi)$ is applied:
$$I(k+1,m+1)=A\,I(k,m+1)-\tfrac B2\big(I(k,m+2)+I(k,m)\big).$$
The vanishing follows by induction on $k$. For $k=0$ and $m>0$, $I(0,m)=\sin(2\pi m)/m=0$. If $I(k,\cdot)$ vanishes above $k$ and $m>k+1$, write $m=n+1$ with $n>k$; then $n$, $n+1$, $n+2$ all exceed $k$ and the three terms for $I(k+1,n+1)$ are zero.

On the diagonal $m=k$ the terms $I(k,k+1)$ and $I(k,k+2)$ vanish, which leaves $I(k+1,k+1)=-\tfrac B2 I(k,k)$. From $I(0,0)=2\pi$ follows $I(k,k)=2\pi(-B/2)^k$; thus $I(1,1)=-\pi B$ and $I(2,2)=\pi B^2/2$.

Finally $r_{12}^{2k}=(A-B\cos(\varphi_1-\varphi_2))^k$. The substitution $\varphi=\varphi_1-\varphi_2$ moves the range to $[-\varphi_2,\,2\pi-\varphi_2]$, and an integrand of period $2\pi$ has the same integral over $[0,2\pi]$.

## Formal development

```lean
import Mathlib

open Real

namespace SpheroidalAzimuthal

noncomputable section
```

The coordinates enter through $\rho$ and the Cartesian map. The nuclei and the distances $r_a$, $r_b$ do not occur, and `R` is any real number.

```lean
/-- Distance from the molecular axis of the point with prolate spheroidal coordinates
`ξ, η`, for internuclear distance `R`. -/
def rho (R ξ η : ℝ) : ℝ := R / 2 * Real.sqrt ((ξ ^ 2 - 1) * (1 - η ^ 2))
```

A point is an element of `EuclideanSpace ℝ (Fin 3)`, whose components 0, 1, 2 are $x$, $y$, $z$ and whose `dist` is the Euclidean distance, so $r_{12}$ is `dist` of two points.

```lean
/-- Cartesian position of an electron with prolate spheroidal coordinates `ξ, η, φ`. -/
def point (R ξ η φ : ℝ) : EuclideanSpace ℝ (Fin 3) :=
  !₂[rho R ξ η * cos φ, rho R ξ η * sin φ, R / 2 * ξ * η]
```

The coefficients $A$ and $B$ are defined by the formulas above; their relation to the distance is a theorem.

```lean
/-- The coefficient `A = (R²/4)(ξ₁² + η₁² + ξ₂² + η₂² - 2 - 2 ξ₁ ξ₂ η₁ η₂)`. -/
def coefA (R ξ₁ η₁ ξ₂ η₂ : ℝ) : ℝ :=
  R ^ 2 / 4 * (ξ₁ ^ 2 + η₁ ^ 2 + ξ₂ ^ 2 + η₂ ^ 2 - 2 - 2 * ξ₁ * ξ₂ * η₁ * η₂)

/-- The coefficient `B = 2 ρ₁ ρ₂`. -/
def coefB (R ξ₁ η₁ ξ₂ η₂ : ℝ) : ℝ := 2 * rho R ξ₁ η₁ * rho R ξ₂ η₂
```

In `moment A B k m` the arguments `A` and `B` are arbitrary reals, with no sign condition and no tie to the geometry, while `k` and `m` are natural numbers starting at 0.

```lean
/-- The azimuthal moment `I(k,m) = ∫₀^{2π} (A - B cos φ)^k cos(mφ) dφ`. -/
def moment (A B : ℝ) (k m : ℕ) : ℝ :=
  ∫ φ in (0 : ℝ)..2 * π, (A - B * cos φ) ^ k * cos (m * φ)
```

The lemma `rho_sq` is where the ranges $\xi\ge1$ and $|\eta|\le1$ act. They give `h1` and `h2`, the nonnegativity of the two factors, so `Real.sq_sqrt` removes the root.

```lean
/-- For `ξ ≥ 1` and `|η| ≤ 1`, `ρ² = (R²/4)(ξ² - 1)(1 - η²)`. -/
theorem rho_sq (R : ℝ) {ξ η : ℝ} (hξ : 1 ≤ ξ) (hη : |η| ≤ 1) :
    rho R ξ η ^ 2 = R ^ 2 / 4 * ((ξ ^ 2 - 1) * (1 - η ^ 2)) := by
  obtain ⟨ha, hb⟩ := abs_le.mp hη
  have h1 : 0 ≤ ξ ^ 2 - 1 := by nlinarith
  have h2 : 0 ≤ 1 - η ^ 2 := by nlinarith
  unfold rho
  rw [mul_pow, Real.sq_sqrt (mul_nonneg h1 h2)]
  ring
```

In `r12_sq`, `p0`, `p1`, `p2` read off the components, `EuclideanSpace.dist_eq` writes the distance as the root of a sum of three squares, and `Real.cos_sub` expands the cosine. The `linear_combination` step is the algebra done by hand: the two formulas for $\rho^2$, plus $\sin^2+\cos^2=1$ at each angle multiplied by $\rho_1^2$ and $\rho_2^2$.

```lean
/-- The squared interelectronic distance is `r₁₂² = A - B cos(φ₁ - φ₂)`. -/
theorem r12_sq (R φ₁ φ₂ : ℝ) {ξ₁ η₁ ξ₂ η₂ : ℝ} (hξ₁ : 1 ≤ ξ₁) (hη₁ : |η₁| ≤ 1)
    (hξ₂ : 1 ≤ ξ₂) (hη₂ : |η₂| ≤ 1) :
    dist (point R ξ₁ η₁ φ₁) (point R ξ₂ η₂ φ₂) ^ 2
      = coefA R ξ₁ η₁ ξ₂ η₂ - coefB R ξ₁ η₁ ξ₂ η₂ * cos (φ₁ - φ₂) := by
  have p0 : ∀ ξ η φ, point R ξ η φ 0 = rho R ξ η * cos φ := by
    intros; rfl
  have p1 : ∀ ξ η φ, point R ξ η φ 1 = rho R ξ η * sin φ := by
    intros; rfl
  have p2 : ∀ ξ η φ, point R ξ η φ 2 = R / 2 * ξ * η := by
    intros; rfl
  rw [EuclideanSpace.dist_eq, Real.sq_sqrt (Finset.sum_nonneg fun _ _ => sq_nonneg _)]
  simp only [Fin.sum_univ_three, Real.dist_eq, sq_abs, p0, p1, p2, coefA, coefB,
    Real.cos_sub]
  linear_combination rho_sq R hξ₁ hη₁ + rho_sq R hξ₂ hη₂
    + rho R ξ₁ η₁ ^ 2 * sin_sq_add_cos_sq φ₁ + rho R ξ₂ η₂ ^ 2 * sin_sq_add_cos_sq φ₂
```

The recurrence is stated at `m + 1`, so all three neighbouring indices are natural numbers. The pointwise identity `h` writes $(m+2)\varphi$ and $m\varphi$ as $(m+1)\varphi\pm\varphi$, and the sine products from the addition formulas cancel. The `calc` block integrates `h` and splits the integral by linearity, the integrands being continuous.

```lean
/-- Recurrence `I(k+1,m+1) = A I(k,m+1) - (B/2)(I(k,m+2) + I(k,m))`. -/
theorem moment_succ (A B : ℝ) (k m : ℕ) :
    moment A B (k + 1) (m + 1)
      = A * moment A B k (m + 1) - B / 2 * (moment A B k (m + 2) + moment A B k m) := by
  -- 2 cos φ cos((m+1)φ) = cos((m+2)φ) + cos(mφ)
  have h : ∀ φ : ℝ, (A - B * cos φ) ^ (k + 1) * cos (((m + 1 : ℕ) : ℝ) * φ)
      = A * ((A - B * cos φ) ^ k * cos (((m + 1 : ℕ) : ℝ) * φ))
        - B / 2 * ((A - B * cos φ) ^ k * cos (((m + 2 : ℕ) : ℝ) * φ)
          + (A - B * cos φ) ^ k * cos ((m : ℝ) * φ)) := by
    intro φ
    have e1 : ((m + 2 : ℕ) : ℝ) * φ = ((m + 1 : ℕ) : ℝ) * φ + φ := by push_cast; ring
    have e2 : (m : ℝ) * φ = ((m + 1 : ℕ) : ℝ) * φ - φ := by push_cast; ring
    rw [e1, e2, Real.cos_add _ φ, Real.cos_sub _ φ, pow_succ]
    ring
  calc moment A B (k + 1) (m + 1)
      = ∫ φ in (0 : ℝ)..2 * π,
          (A * ((A - B * cos φ) ^ k * cos (((m + 1 : ℕ) : ℝ) * φ))
          - B / 2 * ((A - B * cos φ) ^ k * cos (((m + 2 : ℕ) : ℝ) * φ)
            + (A - B * cos φ) ^ k * cos ((m : ℝ) * φ))) :=
        intervalIntegral.integral_congr (fun φ _ => h φ)
    _ = _ := by
        unfold moment
        rw [intervalIntegral.integral_sub, intervalIntegral.integral_const_mul,
          intervalIntegral.integral_const_mul, intervalIntegral.integral_add]
        all_goals exact Continuous.intervalIntegrable (by fun_prop) _ _
```

The induction carries `generalizing m`, because the step needs the hypothesis at three indices. The base case rescales the variable by $m\ne0$ and uses `hs`, that is $\sin(2\pi m)=0$. The step sets `m = n + 1` and applies `ih` at $n+1$, $n+2$ and $n$.

```lean
/-- The moment `I(k,m)` vanishes whenever `m > k`. -/
theorem moment_eq_zero (A B : ℝ) {k m : ℕ} (h : k < m) : moment A B k m = 0 := by
  induction k generalizing m with
  | zero =>
    -- a pure harmonic integrates to zero over a full turn
    have hm : (m : ℝ) ≠ 0 := by exact_mod_cast h.ne'
    have hs : sin ((m : ℝ) * (2 * π)) = 0 := by
      rw [← sin_nat_mul_pi (2 * m)]
      congr 1
      push_cast
      ring
    simp only [moment, pow_zero, one_mul]
    rw [intervalIntegral.integral_comp_mul_left Real.cos hm, integral_cos]
    simp [hs]
  | succ k ih =>
    obtain ⟨n, rfl⟩ : ∃ n, m = n + 1 := ⟨m - 1, by omega⟩
    rw [moment_succ, ih (show k < n + 1 by omega), ih (show k < n + 2 by omega),
      ih (show k < n by omega)]
    ring
```

The diagonal value holds for every $k$, including $I(0,0)=2\pi$. The two calls of `moment_eq_zero` remove $I(k,k+1)$ and $I(k,k+2)$.

```lean
/-- The diagonal moment is `I(k,k) = 2π (-B/2)^k` for every `k`. -/
theorem moment_diag (A B : ℝ) (k : ℕ) : moment A B k k = 2 * π * (-B / 2) ^ k := by
  induction k with
  | zero => simp [moment]
  | succ k ih =>
    -- only the term I(k,k) of the recurrence survives
    rw [moment_succ, moment_eq_zero A B (show k < k + 1 by omega),
      moment_eq_zero A B (show k < k + 2 by omega), ih, pow_succ]
    ring
```

The theorem `moment_termination` joins both statements in the form with $2^{k-1}$. The hypothesis `hk` is there because `k - 1` is subtraction of natural numbers, which returns 0 at $k=0$ and would make the right side $\pi$ where the moment is $2\pi$. Setting `k = n + 1` turns the claim into $2\pi(-B)^{n+1}/2^{n+1}=(-B)^{n+1}\pi/2^n$.

```lean
/-- For `k ≥ 1`, `I(k,m) = 0` for all `m > k` and `I(k,k) = (-B)^k π / 2^(k-1)`. -/
theorem moment_termination (A B : ℝ) {k : ℕ} (hk : 1 ≤ k) :
    (∀ m, k < m → moment A B k m = 0) ∧
      moment A B k k = (-B) ^ k * π / 2 ^ (k - 1) := by
  refine ⟨fun m h => moment_eq_zero A B h, ?_⟩
  obtain ⟨n, rfl⟩ : ∃ n, k = n + 1 := ⟨k - 1, by omega⟩
  rw [moment_diag, Nat.add_sub_cancel, div_pow, pow_succ (2 : ℝ) n]
  have h2 : (2 : ℝ) ^ n ≠ 0 := by positivity
  field_simp
```

The statement `HasSum` says that the series $\sum_m c_m I(k,m)$ converges to the sum over `Finset.range (k + 1)`, that is over $m=0,\dots,k$; at $k=0$ the single term $c_0I(0,0)$ remains. The proof observes that every term outside that range is zero. The sequence `c` is arbitrary: the Neumann coefficients, with their inner sum over Legendre functions, are not constructed, and the exchange of the $m$-sum with the $\varphi_1$ integral is not treated. The theorem concerns the series after that exchange, whatever its coefficients.

```lean
/-- For any coefficients `c m`, the series `∑ₘ c m · I(k,m)` converges to the finite sum
of its terms with `m ≤ k`. -/
theorem series_terminates (A B : ℝ) (k : ℕ) (c : ℕ → ℝ) :
    HasSum (fun m => c m * moment A B k m)
      (∑ m ∈ Finset.range (k + 1), c m * moment A B k m) := by
  apply hasSum_sum_of_ne_finset_zero
  intro m hm
  have h : k < m := by
    rw [Finset.mem_range] at hm
    omega
  rw [moment_eq_zero A B h, mul_zero]
```

In `r12_integral`, `pow_mul` rewrites $r_{12}^{2k}$ as $(r_{12}^2)^k$ so that `r12_sq` applies. Then `hp` is the period $2\pi$, which needs integer $m$, `h` equates the integrals over $[-\varphi_2,\,2\pi-\varphi_2]$ and $[0,2\pi]$, and `intervalIntegral.integral_comp_sub_right` is the substitution $\varphi=\varphi_1-\varphi_2$.

```lean
/-- For any `φ₂`, the integral over `φ₁` of `r₁₂^(2k) cos(m(φ₁ - φ₂))` is the moment
`I(k,m)` with the spheroidal coefficients `A` and `B`. -/
theorem r12_integral (R φ₂ : ℝ) {ξ₁ η₁ ξ₂ η₂ : ℝ} (hξ₁ : 1 ≤ ξ₁) (hη₁ : |η₁| ≤ 1)
    (hξ₂ : 1 ≤ ξ₂) (hη₂ : |η₂| ≤ 1) (k m : ℕ) :
    ∫ φ₁ in (0 : ℝ)..2 * π,
        dist (point R ξ₁ η₁ φ₁) (point R ξ₂ η₂ φ₂) ^ (2 * k) * cos (m * (φ₁ - φ₂))
      = moment (coefA R ξ₁ η₁ ξ₂ η₂) (coefB R ξ₁ η₁ ξ₂ η₂) k m := by
  simp only [pow_mul, r12_sq R _ φ₂ hξ₁ hη₁ hξ₂ hη₂]
  generalize coefA R ξ₁ η₁ ξ₂ η₂ = A
  generalize coefB R ξ₁ η₁ ξ₂ η₂ = B
  -- the integrand is 2π-periodic, so the shift by φ₂ drops out
  have hp : Function.Periodic
      (fun φ : ℝ => (A - B * cos φ) ^ k * cos (m * φ)) (2 * π) := by
    intro x
    simp only [mul_add, cos_add_two_pi, cos_add_nat_mul_two_pi]
  have h := hp.intervalIntegral_add_eq (0 - φ₂) 0
  rw [zero_add, show 0 - φ₂ + 2 * π = 2 * π - φ₂ by ring] at h
  exact (intervalIntegral.integral_comp_sub_right
    (fun φ : ℝ => (A - B * cos φ) ^ k * cos (m * φ)) φ₂).trans h
```

The final theorem chains `r12_integral` with `moment_termination`. In words: for any $R$ and $\varphi_2$, coordinates $\xi_1,\eta_1,\xi_2,\eta_2$ in their ranges and $k\ge1$, the integral over $\varphi_1$ of $r_{12}^{2k}\cos(m(\varphi_1-\varphi_2))$ is zero for $m>k$ and equals $(-2\rho_1\rho_2)^k\pi/2^{k-1}$ for $m=k$. It covers even powers of the distance at fixed $\xi$ and $\eta$, with a plain cosine weight and without the volume element.

```lean
/-- For `k ≥ 1` the integral over `φ₁` of `r₁₂^(2k) cos(m(φ₁ - φ₂))` vanishes for `m > k`
and equals `(-B)^k π / 2^(k-1)` for `m = k`, where `B = 2 ρ₁ ρ₂`. -/
theorem r12_termination (R φ₂ : ℝ) {ξ₁ η₁ ξ₂ η₂ : ℝ} (hξ₁ : 1 ≤ ξ₁) (hη₁ : |η₁| ≤ 1)
    (hξ₂ : 1 ≤ ξ₂) (hη₂ : |η₂| ≤ 1) {k : ℕ} (hk : 1 ≤ k) :
    (∀ m : ℕ, k < m → ∫ φ₁ in (0 : ℝ)..2 * π,
        dist (point R ξ₁ η₁ φ₁) (point R ξ₂ η₂ φ₂) ^ (2 * k) * cos (m * (φ₁ - φ₂)) = 0) ∧
      ∫ φ₁ in (0 : ℝ)..2 * π,
          dist (point R ξ₁ η₁ φ₁) (point R ξ₂ η₂ φ₂) ^ (2 * k) * cos (k * (φ₁ - φ₂))
        = (-coefB R ξ₁ η₁ ξ₂ η₂) ^ k * π / 2 ^ (k - 1) := by
  have h := moment_termination (coefA R ξ₁ η₁ ξ₂ η₂) (coefB R ξ₁ η₁ ξ₂ η₂) hk
  exact ⟨fun m hm => (r12_integral R φ₂ hξ₁ hη₁ hξ₂ hη₂ k m).trans (h.1 m hm),
    (r12_integral R φ₂ hξ₁ hη₁ hξ₂ hη₂ k k).trans h.2⟩

end

end SpheroidalAzimuthal
```

```lean
#print axioms SpheroidalAzimuthal.series_terminates
#print axioms SpheroidalAzimuthal.r12_termination
```

```
'SpheroidalAzimuthal.series_terminates' depends on axioms: [propext, Classical.choice, Quot.sound]
'SpheroidalAzimuthal.r12_termination' depends on axioms: [propext, Classical.choice, Quot.sound]
```

## In a calculation

For an integrand whose only azimuthal dependence is the factor $r_{12}^{2k-1}$, a program that handles this factor through the Neumann expansion runs its loop over $m$ from 0 to $k$ with no truncation error in $m$. The result does not depend on $\varphi_2$, so the second azimuthal integration contributes a factor $2\pi$. The moments form a triangular table, which starts from $I(0,0)=2\pi$ and is filled row by row with the recurrence, entries with $m>k$ being set to zero. The column $m=0$ needs the companion rule $I(k+1,0)=A\,I(k,0)-B\,I(k,1)$, which comes from splitting off one factor in the same way but has no theorem in the Lean code. It gives $I(1,0)=2\pi A$ and $I(2,0)=2\pi A^2+\pi B^2$. Each entry is a polynomial in $A$ and $B$, to be multiplied by $c_m$ and the remaining factors of the integrand before the $\xi$ and $\eta$ integrations.
